# The Thomas–Reiche–Kuhn sum rule for one particle in a polynomial potential with discrete final states

## Dipole strength and the space of wave functions

How strongly can a charged particle in one dimension absorb light from a stationary state \(v\), summed over all final states, with emission to lower states counted negatively? The answer involves position \(x\) and momentum \(p\), which are unbounded, so one must first choose where they act. Here they are symmetric linear maps of a complex inner product space \(F\) into itself, that is, \(\langle xa,b\rangle=\langle a,xb\rangle\) for all \(a,b\) in \(F\), and likewise for \(p\). Schwartz functions are the usual example. For \(\hbar\neq0\) the space \(F\) cannot be complete: symmetric maps defined on a whole Hilbert space are bounded, and bounded operators cannot satisfy the commutation relation below.

Let the mass be \(m\neq0\), \(V\) a real polynomial, and
\[
H=\frac{p^2}{2m}+V(x),\qquad xp-px=i\hbar,\qquad Hv=Ev,\qquad \|v\|=1 .
\]
The commutation relation, which expresses that \(p\) generates translations, is assumed. Suppose also that \(xv=\sum_n c_n u_n\) with \(c_n=\langle u_n,xv\rangle\) and \(Hu_n=\varepsilon_n u_n\). For \(\hbar\neq0\), the oscillator strengths then satisfy
\[
\sum_n f_n=1,\qquad f_n=\frac{2m(\varepsilon_n-E)|c_n|^2}{\hbar^2}.
\]
In a computed spectrum of such a one-particle model, a total different from 1 can reveal missing final states or a basis that is too small.

## From the double commutator to the sum

Since \(V(x)\) commutes with \(x\), only the kinetic term contributes:
\[
[p^2,x]=p[p,x]+[p,x]p=-2i\hbar p,\qquad [H,x]=-\frac{i\hbar}{m}p,
\]
\[
[x,[H,x]]=-\frac{i\hbar}{m}[x,p]=\frac{\hbar^2}{m}.
\]
Written out, the double commutator is \(2xHx-x^2H-Hx^2\). \(H\) is symmetric because \(x\) and \(p\) are and \(V\) has real coefficients. The expectation value in \(v\) is therefore
\[
2\langle xv,Hxv\rangle-2E\|xv\|^2=\frac{\hbar^2}{m},
\]
that is, \(2m\langle xv,(H-E)xv\rangle=\hbar^2\). For \(\hbar=m=1\) the right-hand side is 1.

Now insert the expansion of \(xv\) in the second slot:
\[
\langle (H-E)xv,xv\rangle=\sum_n c_n\langle xv,(H-E)u_n\rangle=\sum_n(\varepsilon_n-E)|c_n|^2 .
\]
Multiplying by \(2m/\hbar^2\) gives the sum rule.

If \(m>0\) and \(\varepsilon_n-E\ge\Delta\) whenever \(c_n\neq0\), then \(\|xv\|^2=\sum_n|c_n|^2\) gives \(2m\Delta\|xv\|^2\le\hbar^2\). A positive \(\Delta\) requires \(\langle v,xv\rangle=0\), since otherwise \(xv\) has a component at energy \(E\).

## Operators, sums and hypotheses in Lean

`Module.End ℂ F` is the type of linear maps from \(F\) to itself, with composition as product. `LinearMap.IsSymmetric x` means \(\langle xa,b\rangle=\langle a,xb\rangle\), and `inner ℂ` is conjugate-linear in its first argument. `Polynomial.aeval` substitutes the operator \(x\) into \(V\).

The hypothesis `hexp` states the expansion of \(xv\) as a norm-convergent sum, independent of order. Usually the \(u_n\) are orthonormal, but the theorem requires only that they are eigenvectors (`hu`) and that `hexp` holds. Continuum final states, Coulomb potentials and several particles are excluded. To apply the theorem to a concrete \(V\), one must still show that its eigenfunctions lie in a suitable \(F\) and that \(xv\) expands in them.

`double_commutator` needs no inner product and holds in any complex algebra. `double_commutator_witness` realises the commutation relation on polynomials, without claiming symmetry.

```lean
import Mathlib

open Complex

namespace ThomasReicheKuhn

noncomputable section

/-- The Hamiltonian `p²/(2m) + V(x)` of a particle of mass `m ≠ 0` in a real polynomial
potential `V`. -/
def hamiltonian {A : Type*} [Ring A] [Algebra ℂ A] (m : ℝ) (V : Polynomial ℝ) (x p : A) : A :=
  ((1 / (2 * m) : ℝ) : ℂ) • p ^ 2 + Polynomial.aeval x (V.map (algebraMap ℝ ℂ))

/-- The double commutator of position with the Hamiltonian is a number that does not depend on
the potential: `m [x, [H, x]] = ħ²` whenever `xp - px = iħ` and `m ≠ 0`. -/
theorem double_commutator {A : Type*} [Ring A] [Algebra ℂ A] {m hbar : ℝ} (hm : m ≠ 0)
    (V : Polynomial ℝ) {x p : A} (hxp : x * p - p * x = (I * hbar) • (1 : A)) :
    (m : ℂ) • (x * (hamiltonian m V x p * x - x * hamiltonian m V x p)
      - (hamiltonian m V x p * x - x * hamiltonian m V x p) * x)
      = ((hbar : ℂ) ^ 2) • (1 : A) := by
  have hm' : (m : ℂ) ≠ 0 := Complex.ofReal_ne_zero.mpr hm
  -- the potential commutes with position
  have hV : Polynomial.aeval x (V.map (algebraMap ℝ ℂ)) * x
      = x * Polynomial.aeval x (V.map (algebraMap ℝ ℂ)) := by
    have h := congrArg (Polynomial.aeval x)
      (mul_comm (V.map (algebraMap ℝ ℂ)) Polynomial.X)
    simpa only [map_mul, Polynomial.aeval_X] using h
  -- the commutator of `p²` with position
  have hK : p ^ 2 * x - x * p ^ 2 = (-(2 * (I * hbar))) • p := by
    calc p ^ 2 * x - x * p ^ 2
        = -(p * (x * p - p * x) + (x * p - p * x) * p) := by noncomm_ring
      _ = (-(2 * (I * hbar))) • p := by
        rw [hxp]
        simp only [mul_smul_comm, smul_mul_assoc, mul_one, one_mul]
        module
  have hH : hamiltonian m V x p * x - x * hamiltonian m V x p
      = (-(I * hbar / m)) • p := by
    have h : hamiltonian m V x p * x - x * hamiltonian m V x p
        = ((1 / (2 * m) : ℝ) : ℂ) • (p ^ 2 * x - x * p ^ 2) := by
      unfold hamiltonian
      rw [add_mul, mul_add, hV, smul_mul_assoc, mul_smul_comm, smul_sub]
      abel
    rw [h, hK, smul_smul]
    congr 1
    push_cast
    field_simp
  have e : (m : ℂ) * -(I * hbar / m) = -(I * hbar) := by field_simp
  rw [hH, mul_smul_comm, smul_mul_assoc, ← smul_sub, hxp, smul_smul, smul_smul, e]
  congr 1
  linear_combination (-(hbar : ℂ) ^ 2) * I_sq

/-- Position on polynomial wave functions: multiplication by the variable. -/
def polyPosition : Module.End ℂ (Polynomial ℂ) := LinearMap.mulLeft ℂ Polynomial.X

/-- Momentum on polynomial wave functions: `-iħ` times the derivative. -/
def polyMomentum (hbar : ℝ) : Module.End ℂ (Polynomial ℂ) :=
  (-(I * hbar)) • Polynomial.derivative

/-- Position and momentum on polynomials satisfy `xp - px = iħ`. -/
theorem double_commutator_witness (hbar : ℝ) :
    polyPosition * polyMomentum hbar - polyMomentum hbar * polyPosition
      = (I * hbar) • (1 : Module.End ℂ (Polynomial ℂ)) := by
  apply LinearMap.ext
  intro f
  simp only [polyPosition, polyMomentum, LinearMap.sub_apply, Module.End.mul_apply,
    LinearMap.smul_apply, LinearMap.mulLeft_apply, Module.End.one_apply,
    Polynomial.derivative_mul, Polynomial.derivative_X, one_mul, mul_smul_comm]
  module

-- Below, `F` need not be complete; Schwartz functions with the L² inner product are the
-- usual example of a space on which symmetric `x` and `p` act.
variable {F : Type*} [NormedAddCommGroup F] [InnerProductSpace ℂ F]

/-- For symmetric `x` and `p` and a real polynomial potential the Hamiltonian is symmetric. -/
theorem hamiltonian_symmetric (m : ℝ) (V : Polynomial ℝ) {x p : Module.End ℂ F}
    (hx : LinearMap.IsSymmetric x) (hp : LinearMap.IsSymmetric p) (a b : F) :
    inner ℂ (hamiltonian m V x p a) b = inner ℂ a (hamiltonian m V x p b) := by
  have hpow : ∀ (n : ℕ) (a b : F), inner ℂ ((x ^ n) a) b = inner ℂ a ((x ^ n) b) := by
    intro n
    induction n with
    | zero => intro a b; simp
    | succ n ih =>
      intro a b
      calc inner ℂ ((x ^ (n + 1)) a) b = inner ℂ (x ((x ^ n) a)) b := by
            rw [pow_succ', Module.End.mul_apply]
        _ = inner ℂ ((x ^ n) a) (x b) := hx _ _
        _ = inner ℂ a ((x ^ n) (x b)) := ih _ _
        _ = inner ℂ a ((x ^ (n + 1)) b) := by rw [pow_succ, Module.End.mul_apply]
  -- real combinations of powers of `x` are symmetric
  have hV : inner ℂ (Polynomial.aeval x (V.map (algebraMap ℝ ℂ)) a) b
      = inner ℂ a (Polynomial.aeval x (V.map (algebraMap ℝ ℂ)) b) := by
    induction V using Polynomial.induction_on' with
    | add f g hf hg =>
      rw [Polynomial.map_add, map_add, LinearMap.add_apply, LinearMap.add_apply,
        inner_add_left, inner_add_right, hf, hg]
    | monomial n r =>
      rw [Polynomial.map_monomial, Polynomial.aeval_monomial, Module.End.mul_apply,
        Module.End.mul_apply, Module.algebraMap_end_apply, Module.algebraMap_end_apply,
        inner_smul_left, inner_smul_right, hpow]
      simp
  have hK : inner ℂ ((p ^ 2) a) b = inner ℂ a ((p ^ 2) b) := by
    rw [pow_two, Module.End.mul_apply, Module.End.mul_apply, hp _ _, hp _ _]
  unfold hamiltonian
  rw [LinearMap.add_apply, LinearMap.add_apply, LinearMap.smul_apply, LinearMap.smul_apply,
    inner_add_left, inner_add_right, inner_smul_left, inner_smul_right,
    Complex.conj_ofReal, hK, hV]

/-- For symmetric `x`, `p` with `xp - px = iħ`, mass `m ≠ 0` and a unit eigenvector `v` of `H`
with energy `E`, one has `2m ⟨xv, (H - E) xv⟩ = ħ²`. -/
theorem energy_weighted_identity {m hbar E : ℝ} (hm : m ≠ 0) (V : Polynomial ℝ)
    {x p : Module.End ℂ F} (hx : LinearMap.IsSymmetric x) (hp : LinearMap.IsSymmetric p)
    (hxp : x * p - p * x = (I * hbar) • (1 : Module.End ℂ F)) {v : F} (hv1 : ‖v‖ = 1)
    (hv : hamiltonian m V x p v = (E : ℂ) • v) :
    2 * (m : ℂ) * inner ℂ (x v) (hamiltonian m V x p (x v) - (E : ℂ) • x v)
      = (hbar : ℂ) ^ 2 := by
  -- expectation value of the double commutator in the state `v`
  have key := congrArg (fun T : Module.End ℂ F => inner ℂ v (T v))
    (double_commutator hm V hxp)
  simp only [LinearMap.smul_apply, LinearMap.sub_apply, Module.End.mul_apply,
    Module.End.one_apply, hv, map_sub, map_smul, inner_smul_right, inner_sub_right] at key
  have a1 : inner ℂ v (x (hamiltonian m V x p (x v)))
      = inner ℂ (x v) (hamiltonian m V x p (x v)) := (hx _ _).symm
  have a2 : inner ℂ v (x (x v)) = inner ℂ (x v) (x v) := (hx _ _).symm
  have a3 : inner ℂ v (hamiltonian m V x p (x (x v))) = (E : ℂ) * inner ℂ (x v) (x v) := by
    rw [← hamiltonian_symmetric m V hx hp, hv, inner_smul_left, Complex.conj_ofReal, a2]
  have a4 : inner ℂ v v = (1 : ℂ) := by
    rw [inner_self_eq_norm_sq_to_K, hv1]; simp
  rw [a1, a2, a3, a4] at key
  rw [inner_sub_right, inner_smul_right]
  linear_combination key

/-- The product of an amplitude and its reverse is the squared modulus of the amplitude. -/
theorem amplitude_mul_reverse (u y : F) :
    inner ℂ u y * inner ℂ y u = (‖inner ℂ u y‖ : ℂ) ^ 2 := by
  rw [← inner_conj_symm y u, Complex.mul_conj, Complex.normSq_eq_norm_sq, Complex.ofReal_pow]

/-- The oscillator strength `2m (ε - E) |⟨u, x v⟩|² / ħ²` of the transition from `v` with energy
`E` to `u` with energy `ε`, for `ħ ≠ 0`. -/
def oscillatorStrength (m hbar : ℝ) (x : Module.End ℂ F) (v : F) (E : ℝ) (u : F) (ε : ℝ) : ℝ :=
  2 * m * ((ε - E) * ‖inner ℂ u (x v)‖ ^ 2) / hbar ^ 2

/-- Let `x`, `p` be symmetric with `xp - px = iħ`, `m ≠ 0`, and `v` a unit eigenvector of `H` with
energy `E`. If `x v` is the sum of `⟨uₙ, x v⟩ uₙ` over eigenvectors `uₙ` of `H` with energies `εₙ`,
then `2m (εₙ - E) |⟨uₙ, x v⟩|²` sums to `ħ²`. -/
theorem energy_weighted_sum {ι : Type*} {m hbar E : ℝ} (hm : m ≠ 0) (V : Polynomial ℝ)
    {x p : Module.End ℂ F} (hx : LinearMap.IsSymmetric x) (hp : LinearMap.IsSymmetric p)
    (hxp : x * p - p * x = (I * hbar) • (1 : Module.End ℂ F)) {v : F} (hv1 : ‖v‖ = 1)
    (hv : hamiltonian m V x p v = (E : ℂ) • v) {u : ι → F} {ε : ι → ℝ}
    (hu : ∀ n, hamiltonian m V x p (u n) = (ε n : ℂ) • u n)
    (hexp : HasSum (fun n => (inner ℂ (u n) (x v) : ℂ) • u n) (x v)) :
    HasSum (fun n => 2 * m * ((ε n - E) * ‖inner ℂ (u n) (x v)‖ ^ 2)) (hbar ^ 2) := by
  have hH := hamiltonian_symmetric m V hx hp
  -- pair the expansion of `x v` with `(H - E) x v`
  have h1 : HasSum (fun n => inner ℂ (hamiltonian m V x p (x v) - (E : ℂ) • x v)
      ((inner ℂ (u n) (x v) : ℂ) • u n))
      (inner ℂ (hamiltonian m V x p (x v) - (E : ℂ) • x v) (x v)) :=
    (innerSL ℂ (hamiltonian m V x p (x v) - (E : ℂ) • x v)).hasSum hexp
  have h2 : HasSum (fun n => ((2 * m * ((ε n - E) * ‖inner ℂ (u n) (x v)‖ ^ 2) : ℝ) : ℂ))
      ((hbar ^ 2 : ℝ) : ℂ) := by
    have hterm : (fun n => ((2 * m * ((ε n - E) * ‖inner ℂ (u n) (x v)‖ ^ 2) : ℝ) : ℂ))
        = fun n => 2 * (m : ℂ) * inner ℂ (hamiltonian m V x p (x v) - (E : ℂ) • x v)
          ((inner ℂ (u n) (x v) : ℂ) • u n) := by
      funext n
      rw [inner_smul_right, inner_sub_left, inner_smul_left, Complex.conj_ofReal, hH, hu,
        inner_smul_right]
      push_cast
      linear_combination (-(2 * (m : ℂ) * (ε n - E))) * amplitude_mul_reverse (u n) (x v)
    have hval : ((hbar ^ 2 : ℝ) : ℂ)
        = 2 * (m : ℂ) * inner ℂ (hamiltonian m V x p (x v) - (E : ℂ) • x v) (x v) := by
      have h := energy_weighted_identity hm V hx hp hxp hv1 hv
      rw [inner_sub_right, inner_smul_right] at h
      rw [inner_sub_left, inner_smul_left, Complex.conj_ofReal, hH]
      push_cast
      linear_combination -h
    rw [hterm, hval]
    exact h1.mul_left (2 * (m : ℂ))
  simpa only [Complex.reCLM_apply, Complex.ofReal_re] using Complex.reCLM.hasSum h2

/-- **Thomas-Reiche-Kuhn sum rule.** For symmetric `x`, `p` with `xp - px = iħ`, `ħ ≠ 0`, `m ≠ 0`,
the oscillator strengths from a unit eigenvector `v` of `H` sum to one, provided `x v` is the sum
of `⟨uₙ, x v⟩ uₙ` over the final eigenvectors `uₙ`. -/
theorem thomas_reiche_kuhn {ι : Type*} {m hbar E : ℝ} (hm : m ≠ 0) (hh : hbar ≠ 0)
    (V : Polynomial ℝ) {x p : Module.End ℂ F}
    (hx : LinearMap.IsSymmetric x) (hp : LinearMap.IsSymmetric p)
    (hxp : x * p - p * x = (I * hbar) • (1 : Module.End ℂ F)) {v : F} (hv1 : ‖v‖ = 1)
    (hv : hamiltonian m V x p v = (E : ℂ) • v) {u : ι → F} {ε : ι → ℝ}
    (hu : ∀ n, hamiltonian m V x p (u n) = (ε n : ℂ) • u n)
    (hexp : HasSum (fun n => (inner ℂ (u n) (x v) : ℂ) • u n) (x v)) :
    HasSum (fun n => oscillatorStrength m hbar x v E (u n) (ε n)) 1 := by
  have h := (energy_weighted_sum hm V hx hp hxp hv1 hv hu hexp).div_const (hbar ^ 2)
  rw [div_self (pow_ne_zero 2 hh)] at h
  exact h

/-- In the setting of the sum rule with `m > 0`, if every level that `x` reaches from `v` lies at
least `Δ` above `E`, then `2m Δ ‖x v‖² ≤ ħ²`. -/
theorem gap_bound {ι : Type*} {m hbar E Δ : ℝ} (hm : 0 < m) (V : Polynomial ℝ)
    {x p : Module.End ℂ F} (hx : LinearMap.IsSymmetric x) (hp : LinearMap.IsSymmetric p)
    (hxp : x * p - p * x = (I * hbar) • (1 : Module.End ℂ F)) {v : F} (hv1 : ‖v‖ = 1)
    (hv : hamiltonian m V x p v = (E : ℂ) • v) {u : ι → F} {ε : ι → ℝ}
    (hu : ∀ n, hamiltonian m V x p (u n) = (ε n : ℂ) • u n)
    (hexp : HasSum (fun n => (inner ℂ (u n) (x v) : ℂ) • u n) (x v))
    (hgap : ∀ n, (inner ℂ (u n) (x v) : ℂ) ≠ 0 → Δ ≤ ε n - E) :
    2 * m * Δ * ‖x v‖ ^ 2 ≤ hbar ^ 2 := by
  -- the squared amplitudes sum to `‖x v‖²`
  have h1 : HasSum (fun n => inner ℂ (x v) ((inner ℂ (u n) (x v) : ℂ) • u n))
      (inner ℂ (x v) (x v)) := (innerSL ℂ (x v)).hasSum hexp
  have h2 : HasSum (fun n => ((‖inner ℂ (u n) (x v)‖ ^ 2 : ℝ) : ℂ))
      ((‖x v‖ ^ 2 : ℝ) : ℂ) := by
    convert h1 using 1
    · funext n
      rw [inner_smul_right, amplitude_mul_reverse, Complex.ofReal_pow]
    · rw [Complex.ofReal_pow]
      exact (inner_self_eq_norm_sq_to_K (𝕜 := ℂ) (x v)).symm
  have h3 : HasSum (fun n => ‖inner ℂ (u n) (x v)‖ ^ 2) (‖x v‖ ^ 2) := by
    simpa only [Complex.reCLM_apply, Complex.ofReal_re] using Complex.reCLM.hasSum h2
  -- compare with the energy-weighted sum term by term
  refine hasSum_le (fun n => ?_) (h3.mul_left (2 * m * Δ))
    (energy_weighted_sum hm.ne' V hx hp hxp hv1 hv hu hexp)
  by_cases h : (inner ℂ (u n) (x v) : ℂ) = 0
  · simp [h]
  · have h4 := mul_nonneg (sub_nonneg.2 (hgap n h))
      (mul_nonneg hm.le (sq_nonneg ‖inner ℂ (u n) (x v)‖))
    nlinarith [h4]

end

end ThomasReicheKuhn
```

```lean
#print axioms ThomasReicheKuhn.thomas_reiche_kuhn
-- 'ThomasReicheKuhn.thomas_reiche_kuhn' depends on axioms: [propext, Classical.choice, Quot.sound]
#print axioms ThomasReicheKuhn.gap_bound
-- 'ThomasReicheKuhn.gap_bound' depends on axioms: [propext, Classical.choice, Quot.sound]
```

## Algebra first, convergence second

In `double_commutator`, `hV` obtains the commutation of \(V(x)\) with \(x\) from commutativity of polynomial multiplication. `hK` and `hH` are the two commutators computed above.

`hamiltonian_symmetric` treats powers of \(x\) by induction, then real polynomials term by term. `energy_weighted_identity` takes the expectation value with `congrArg`; `a1` to `a4` move operators across the inner product and use \(\|v\|=1\).

`energy_weighted_sum` identifies each term using `amplitude_mul_reverse`, which is \(\langle u,y\rangle\langle y,u\rangle=|\langle u,y\rangle|^2\). `thomas_reiche_kuhn` divides by \(\hbar^2\), and `gap_bound` compares two sums termwise with `hasSum_le`.

## Passing an infinite sum through `innerSL`

For fixed \(y\), `innerSL ℂ y` is the continuous linear map \(z\mapsto\langle y,z\rangle\). Its `.hasSum` carries the expansion of \(xv\) to a convergent sum of numbers. With \(y=(H-E)xv\), the unbounded \(H\) never has to be exchanged with the infinite sum: it acts on the vector \(xv\) as a whole and, by symmetry, on single \(u_n\).

## A missing downward transition

Take the harmonic oscillator in its first excited state. Position connects it to the second excited state with strength \(2\) and to the ground state with strength \(-1\), which sum to 1. If the ground state is left out of the \(u_n\), `hexp` fails and the sum is 2. Orthonormal eigenvectors alone are therefore not enough.
